# Homogeneous axisymmetric harmonic polynomials of degree l are fixed by their value at (0,0,1)

## Could a term of the potential hide on the axis?

If some nonzero axisymmetric solution of Laplace's equation vanished along the whole axis, my off-axis potentials could be wrong with no sign of it in the on-axis data. I compute the potential of a uniformly charged ring on its axis, expand it in powers of z about the centre, and replace each zˡ by rˡ Pₗ(cos θ). At distances from the centre smaller than the ring's radius, that gives a potential with the right axis values. But how do I know that there isn't a second axisymmetric harmonic term of degree l, zero on the axis, that I should have added?

## Within one degree, nothing can hide

There is no such term among homogeneous polynomials of degree l. Those that are harmonic and axisymmetric form a one-dimensional space, and each nonzero one is nonzero at (0,0,1).

Let p be such a polynomial, with r² = x² + y² + z² and Δ the Laplacian. It satisfies Euler's identity, Laplace's equation and the axial condition:

x ∂x p + y ∂y p + z ∂z p = l p

Δp = 0

x ∂y p − y ∂x p = 0

**One solution exists.** Start from P₀ = 1 and P₁ = z, and define

(l+2) Pₗ₊₂ = (2l+3) z Pₗ₊₁ − (l+1) r² Pₗ.

Here Pₗ is a polynomial in x, y, z, the textbook's rˡ Pₗ(cos θ), and not the one-variable Legendre polynomial. Both terms on the right have degree l+2. At (0,0,1) the recursion reads (2l+3) − (l+1) = l+2, so every Pₗ has the value 1 there.

Next, ∂z Pₗ₊₁ = (l+1) Pₗ. This is clear for P₁, and 2P₂ = 3z² − r² gives ∂z P₂ = 2z. For the induction step, differentiate the recursion for Pₗ₊₃ and insert the two lower cases:

(l+3) ∂z Pₗ₊₃ = (2l+5) Pₗ₊₂ + (l+2) [(2l+3) z Pₗ₊₁ − (l+1) r² Pₗ]

= (2l+5) Pₗ₊₂ + (l+2)² Pₗ₊₂ = (l+3)² Pₗ₊₂.

If Pₗ and Pₗ₊₁ are harmonic, then

Δ(z Pₗ₊₁) = 2 ∂z Pₗ₊₁ = 2(l+1) Pₗ

Δ(r² Pₗ) = 6 Pₗ + 4 (x ∂x + y ∂y + z ∂z) Pₗ = (4l+6) Pₗ

and the two contributions to ΔPₗ₊₂ cancel. If you forget the cross term 4 (x ∂x + y ∂y + z ∂z) Pₗ, P₂ still comes out harmonic, because P₀ is constant; the error first shows at P₃. The axial condition carries over because x ∂y − y ∂x obeys the product rule and kills z and r².

**A solution without z is zero.** Let p have degree n = l+1 and ∂z p = 0. Combining Euler's identity with the axial condition gives

(x²+y²) ∂x p = n x p

(x²+y²) ∂y p = n y p.

Differentiate the first by x and the second by y, and add:

2(x ∂x p + y ∂y p) + (x²+y²)(∂x² p + ∂y² p) = 2n p + n(x ∂x p + y ∂y p).

By Euler and Laplace the left side is 2n p, and the right side is 2n p + n² p. So n² p = 0, and p = 0.

**A solution that vanishes at (0,0,1) is zero.** In degree 0 it is a constant. In degree l+1, ∂z p is again harmonic and axial, of degree l. Euler's identity at (0,0,1) reads ∂z p = (l+1) p = 0. By induction ∂z p = 0 everywhere, so p = 0 by the previous step.

Apply this to p − p(0,0,1) Pₗ, which vanishes at (0,0,1):

p = p(0,0,1) Pₗ.

Harmonicity matters: x² + y² is homogeneous of degree 2 and axisymmetric, yet it vanishes on the whole axis.

**What the Lean statement says.** `Poly` is the type of complex polynomials in three variables, with x, y, z numbered 0, 1, 2, and `pderiv` is the algebraic partial derivative. `Lz` is −i(x ∂y − y ∂x) with ħ = 1. `axialPotentials l` is the intersection of the homogeneous polynomials of degree l with the kernels of `laplacian` and `Lz`. The name `pole` means the point (0,0,1), as on a globe, and not a singularity. The final theorem states, for every natural l, that `Module.finrank ℂ (axialPotentials l) = 1` and that `eval pole p ≠ 0` for each nonzero member.

Your ring potential combines terms of many different degrees l, and its expansion near the centre into homogeneous harmonic polynomials is a step that you have to supply; the theorem then settles each term. In quantum mechanics the same polynomials, restricted to the unit sphere, are up to normalisation the angular part of one-particle orbitals with definite l and m = 0.

```lean
import Mathlib

open MvPolynomial

namespace AxialPotentials

noncomputable section

/-- Complex polynomials in the Cartesian coordinates x, y, z, numbered 0, 1, 2. -/
abbrev Poly := MvPolynomial (Fin 3) ℂ

/-- The Laplacian, the sum of the three second partial derivatives. -/
def laplacian : Poly →ₗ[ℂ] Poly :=
  ∑ i : Fin 3, (pderiv i).toLinearMap ∘ₗ (pderiv i).toLinearMap

/-- The orbital angular momentum about the z axis, Lz = -i (x ∂y - y ∂x), with ħ = 1. -/
def Lz : Poly →ₗ[ℂ] Poly :=
  (-Complex.I) • (LinearMap.mulLeft ℂ (X 0) ∘ₗ (pderiv 1).toLinearMap
    - LinearMap.mulLeft ℂ (X 1) ∘ₗ (pderiv 0).toLinearMap)

/-- The axial potentials of degree l: homogeneous polynomials of degree l that are harmonic
and annihilated by Lz. -/
def axialPotentials (l : ℕ) : Submodule ℂ Poly :=
  homogeneousSubmodule (Fin 3) ℂ l ⊓ (LinearMap.ker laplacian ⊓ LinearMap.ker Lz)

/-- The squared radius r² = x² + y² + z². -/
def rSq : Poly := X 0 ^ 2 + X 1 ^ 2 + X 2 ^ 2

/-- The point (0, 0, 1) on the z axis. -/
def pole : Fin 3 → ℂ := ![0, 0, 1]

/-- The solid Legendre polynomials, built from 1 and z by the three-term recursion. -/
def solidLegendre : ℕ → Poly
  | 0 => 1
  | 1 => X 2
  | (l + 2) => ((l : ℂ) + 2)⁻¹ •
      ((2 * l + 3) • (X 2 * solidLegendre (l + 1)) - (l + 1) • (rSq * solidLegendre l))

/-- A polynomial is an axial potential of degree l exactly when it is homogeneous of degree l,
solves the Laplace equation, and satisfies x ∂y p - y ∂x p = 0. -/
theorem mem_axialPotentials_iff (l : ℕ) (p : Poly) :
    p ∈ axialPotentials l ↔ p.IsHomogeneous l ∧
      pderiv 0 (pderiv 0 p) + pderiv 1 (pderiv 1 p) + pderiv 2 (pderiv 2 p) = 0 ∧
      X 0 * pderiv 1 p - X 1 * pderiv 0 p = 0 := by
  have hD : laplacian p =
      pderiv 0 (pderiv 0 p) + pderiv 1 (pderiv 1 p) + pderiv 2 (pderiv 2 p) := by
    rw [laplacian, Fin.sum_univ_three]
    rfl
  have hL : Lz p = (-Complex.I) • (X 0 * pderiv 1 p - X 1 * pderiv 0 p) := rfl
  rw [axialPotentials, Submodule.mem_inf, Submodule.mem_inf, LinearMap.mem_ker,
    LinearMap.mem_ker, mem_homogeneousSubmodule, hD, hL]
  simp only [smul_eq_zero, neg_eq_zero, Complex.I_ne_zero, false_or]

/-- Partial derivatives of polynomials commute. -/
theorem pderiv_comm' (i j : Fin 3) (p : Poly) :
    pderiv i (pderiv j p) = pderiv j (pderiv i p) := by
  have key : ∀ a b k : Fin 3, pderiv a (pderiv b (X k : Poly)) = 0 := by
    intro a b k
    by_cases h : k = b
    · subst h
      rw [pderiv_X_self]
      exact Derivation.map_one_eq_zero _
    · rw [pderiv_X_of_ne h, map_zero]
  -- the commutator is a derivation that kills every coordinate
  have h : ⁅(pderiv i : Derivation ℂ Poly Poly), (pderiv j : Derivation ℂ Poly Poly)⁆ = 0 := by
    apply MvPolynomial.derivation_ext
    intro k
    simp only [Derivation.commutator_apply, key, sub_zero, Derivation.coe_zero, Pi.zero_apply]
  have h2 := DFunLike.congr_fun h p
  rw [Derivation.commutator_apply] at h2
  exact sub_eq_zero.mp h2

/-- The three-term recursion (l+2) P_{l+2} = (2l+3) z P_{l+1} - (l+1) r² P_l. -/
theorem solidLegendre_rec (l : ℕ) :
    (l + 2) • solidLegendre (l + 2) =
      (2 * l + 3) • (X 2 * solidLegendre (l + 1)) - (l + 1) • (rSq * solidLegendre l) := by
  have h : (l : ℂ) + 2 ≠ 0 := by exact_mod_cast Nat.succ_ne_zero (l + 1)
  have hc : ((l + 2 : ℕ) : ℂ) = (l : ℂ) + 2 := by push_cast; ring
  rw [solidLegendre, ← Nat.cast_smul_eq_nsmul ℂ (l + 2), smul_smul, hc,
    mul_inv_cancel₀ h, one_smul]

/-- The derivative along the axis lowers the degree: ∂z P_{l+1} = (l+1) P_l. -/
theorem pderiv_solidLegendre : ∀ l : ℕ,
    pderiv 2 (solidLegendre (l + 1)) = (l + 1) • solidLegendre l
  | 0 => by simp [solidLegendre]
  | 1 => by
    have h0 : solidLegendre 0 = 1 := by rw [solidLegendre]
    have h1 : solidLegendre 1 = X 2 := by rw [solidLegendre]
    have h : 2 • solidLegendre 2 =
      3 • (X 2 * solidLegendre 1) - 1 • (rSq * solidLegendre 0) := solidLegendre_rec 0
    have hd := congrArg (pderiv 2) h
    simp only [h0, h1, rSq, pow_two, pderiv_mul, map_add, map_sub, map_nsmul, pderiv_X,
      Pi.single_apply, Fin.reduceEq, reduceIte, Derivation.map_one_eq_zero] at hd
    simp only [nsmul_eq_mul] at hd
    push_cast at hd
    change pderiv 2 (solidLegendre 2) = 2 • solidLegendre 1
    rw [h1, nsmul_eq_mul]
    push_cast
    apply mul_left_cancel₀ (two_ne_zero : (2 : Poly) ≠ 0)
    linear_combination hd
  | (l + 2) => by
    have d1 := pderiv_solidLegendre (l + 1)
    have d0 := pderiv_solidLegendre l
    have r0 := solidLegendre_rec l
    -- differentiate the recursion and insert the two lower cases
    have hd := congrArg (pderiv 2) (solidLegendre_rec (l + 1))
    simp only [rSq, pow_two, pderiv_mul, map_add, map_sub, map_nsmul, pderiv_X,
      Pi.single_apply, Fin.reduceEq, reduceIte] at hd
    simp only [nsmul_eq_mul, rSq] at hd d1 d0 r0 ⊢
    have hne : ((l + 3 : ℕ) : Poly) ≠ 0 := Nat.cast_ne_zero.mpr (by omega)
    apply mul_left_cancel₀ hne
    push_cast at hd d1 d0 r0 ⊢
    linear_combination hd + (2 * (l : Poly) + 5) * X 2 * d1
      - ((l : Poly) + 2) * (X 0 ^ 2 + X 1 ^ 2 + X 2 ^ 2) * d0 - ((l : Poly) + 2) * r0

/-- Every solid Legendre polynomial has the value 1 at the point (0, 0, 1). -/
theorem eval_solidLegendre : ∀ l : ℕ, eval pole (solidLegendre l) = 1
  | 0 => by simp [solidLegendre]
  | 1 => by simp [solidLegendre, pole]
  | (l + 2) => by
    have hr : eval pole rSq = 1 := by simp [rSq, pole]
    have hz : pole 2 = 1 := rfl
    have h := congrArg (eval pole) (solidLegendre_rec l)
    simp only [map_sub, map_mul, eval_X, hr, hz, eval_solidLegendre (l + 1),
      eval_solidLegendre l, nsmul_eq_mul, map_natCast] at h
    have hne : ((l + 2 : ℕ) : ℂ) ≠ 0 := Nat.cast_ne_zero.mpr (by omega)
    apply mul_left_cancel₀ hne
    push_cast at h ⊢
    linear_combination h

/-- The solid Legendre polynomial P_l is an axial potential of degree l. -/
theorem solidLegendre_mem : ∀ l : ℕ, solidLegendre l ∈ axialPotentials l
  | 0 => by
    rw [mem_axialPotentials_iff, solidLegendre]
    exact ⟨isHomogeneous_one _ _, by simp, by simp⟩
  | 1 => by
    rw [mem_axialPotentials_iff, solidLegendre]
    exact ⟨isHomogeneous_X _ _, by simp [pderiv_X], by simp [pderiv_X]⟩
  | (l + 2) => by
    obtain ⟨g1, a1, b1⟩ := (mem_axialPotentials_iff _ _).mp (solidLegendre_mem (l + 1))
    obtain ⟨g0, a0, b0⟩ := (mem_axialPotentials_iff _ _).mp (solidLegendre_mem l)
    have d := pderiv_solidLegendre l
    have e := g0.sum_X_mul_pderiv
    rw [Fin.sum_univ_three] at e
    rw [solidLegendre]
    apply Submodule.smul_mem
    rw [mem_axialPotentials_iff]
    refine ⟨?_, ?_, ?_⟩
    · have u := (isHomogeneous_X ℂ (2 : Fin 3)).mul g1
      rw [show 1 + (l + 1) = l + 2 by omega] at u
      have hr : rSq.IsHomogeneous 2 :=
        ((isHomogeneous_X_pow 0 2).add (isHomogeneous_X_pow 1 2)).add (isHomogeneous_X_pow 2 2)
      have v := hr.mul g0
      rw [show 2 + l = l + 2 by omega] at v
      exact (homogeneousSubmodule (Fin 3) ℂ (l + 2)).sub_mem
        (nsmul_mem u _) (nsmul_mem v _)
    · -- the terms from z and r² cancel by Euler's identity and the derivative rule
      simp only [rSq, pow_two, pderiv_mul, map_add, map_sub, map_nsmul, pderiv_X,
        Pi.single_apply, Fin.reduceEq, reduceIte, map_zero, Derivation.map_one_eq_zero]
      simp only [nsmul_eq_mul] at d e ⊢
      push_cast at d e ⊢
      linear_combination (2 * (l : Poly) + 3) * X 2 * a1 + 2 * (2 * (l : Poly) + 3) * d
        - ((l : Poly) + 1) * (X 0 ^ 2 + X 1 ^ 2 + X 2 ^ 2) * a0 - 4 * ((l : Poly) + 1) * e
    · simp only [rSq, pow_two, pderiv_mul, map_add, map_sub, map_nsmul, pderiv_X,
        Pi.single_apply, Fin.reduceEq, reduceIte]
      simp only [nsmul_eq_mul]
      push_cast
      linear_combination (2 * (l : Poly) + 3) * X 2 * b1
        - ((l : Poly) + 1) * (X 0 ^ 2 + X 1 ^ 2 + X 2 ^ 2) * b0

/-- An axial potential of positive degree that does not depend on z is zero. -/
theorem eq_zero_of_pderiv_eq_zero {l : ℕ} {p : Poly} (hp : p ∈ axialPotentials (l + 1))
    (hz : pderiv 2 p = 0) : p = 0 := by
  obtain ⟨g, a, b⟩ := (mem_axialPotentials_iff _ _).mp hp
  have e := g.sum_X_mul_pderiv
  rw [Fin.sum_univ_three, hz, nsmul_eq_mul] at e
  rw [hz, map_zero] at a
  -- the gradient in the plane is radial
  have hx : (X 0 * X 0 + X 1 * X 1) * pderiv 0 p = (l + 1) • (X 0 * p) := by
    rw [nsmul_eq_mul]
    linear_combination X 0 * e - X 1 * b
  have hy : (X 0 * X 0 + X 1 * X 1) * pderiv 1 p = (l + 1) • (X 1 * p) := by
    rw [nsmul_eq_mul]
    linear_combination X 1 * e + X 0 * b
  -- its divergence vanishes, which forces (l+1)² p = 0
  have hxx := congrArg (pderiv 0) hx
  have hyy := congrArg (pderiv 1) hy
  simp only [pderiv_mul, map_add, map_nsmul, pderiv_X, Pi.single_apply, Fin.reduceEq,
    reduceIte] at hxx hyy
  simp only [nsmul_eq_mul] at hxx hyy
  have hn : ((l + 1 : ℕ) : Poly) ≠ 0 := Nat.cast_ne_zero.mpr (by omega)
  have h : ((l + 1 : ℕ) : Poly) * (((l + 1 : ℕ) : Poly) * p) = 0 := by
    linear_combination -hxx - hyy + (X 0 * X 0 + X 1 * X 1) * a
      + (2 - ((l + 1 : ℕ) : Poly)) * e
  exact (mul_eq_zero.mp ((mul_eq_zero.mp h).resolve_left hn)).resolve_left hn

/-- An axial potential that vanishes at the point (0, 0, 1) is zero. -/
theorem eq_zero_of_eval_pole {l : ℕ} {p : Poly} (hp : p ∈ axialPotentials l)
    (h0 : eval pole p = 0) : p = 0 := by
  induction l generalizing p with
  | zero =>
    have g := ((mem_axialPotentials_iff _ _).mp hp).1
    have hc := totalDegree_eq_zero_iff_eq_C.mp (Nat.le_zero.mp g.totalDegree_le)
    rw [hc, eval_C] at h0
    rw [hc, h0, C_0]
  | succ l ih =>
    obtain ⟨g, a, b⟩ := (mem_axialPotentials_iff _ _).mp hp
    apply eq_zero_of_pderiv_eq_zero hp
    -- the z derivative is an axial potential of one degree less
    apply ih
    · rw [mem_axialPotentials_iff]
      refine ⟨g.pderiv, ?_, ?_⟩
      · have c := congrArg (pderiv 2) a
        simp only [map_add, map_zero] at c
        rw [pderiv_comm' 2 0 (pderiv 0 p), pderiv_comm' 2 0 p,
          pderiv_comm' 2 1 (pderiv 1 p), pderiv_comm' 2 1 p] at c
        exact c
      · have c := congrArg (pderiv 2) b
        simp only [map_sub, map_zero, pderiv_mul, pderiv_X, Pi.single_apply, Fin.reduceEq,
          reduceIte, zero_mul, zero_add] at c
        rw [pderiv_comm' 2 1 p, pderiv_comm' 2 0 p] at c
        exact c
    · -- on the axis, Euler's identity contains only the z derivative
      have e := congrArg (eval pole) g.sum_X_mul_pderiv
      rw [Fin.sum_univ_three, map_nsmul, h0, smul_zero] at e
      simpa [pole] using e

/-- Every axial potential of degree l is its value at (0, 0, 1) times the solid Legendre
polynomial P_l. -/
theorem eq_eval_smul_solidLegendre {l : ℕ} {p : Poly} (hp : p ∈ axialPotentials l) :
    p = eval pole p • solidLegendre l := by
  apply sub_eq_zero.mp
  apply eq_zero_of_eval_pole
    (Submodule.sub_mem _ hp (Submodule.smul_mem _ (eval pole p) (solidLegendre_mem l)))
  rw [map_sub, smul_eval, eval_solidLegendre, mul_one, sub_self]

/-- For every l the axial potentials of degree l form a one-dimensional complex space, and
every nonzero one has a nonzero value at the point (0, 0, 1). -/
theorem axialPotentials_one_dimensional (l : ℕ) :
    Module.finrank ℂ (axialPotentials l) = 1 ∧
      ∀ p ∈ axialPotentials l, p ≠ 0 → eval pole p ≠ 0 := by
  refine ⟨?_, fun p hp hne h0 => hne (eq_zero_of_eval_pole hp h0)⟩
  have hv : (⟨solidLegendre l, solidLegendre_mem l⟩ : axialPotentials l) ≠ 0 := by
    intro h
    have h1 : solidLegendre l = 0 := congrArg Subtype.val h
    have h2 := eval_solidLegendre l
    rw [h1, map_zero] at h2
    exact zero_ne_one h2
  rw [finrank_eq_one_iff_of_nonzero' _ hv]
  intro w
  exact ⟨eval pole w.1, Subtype.ext (eq_eval_smul_solidLegendre w.2).symm⟩

end

end AxialPotentials
```

```lean
#print axioms AxialPotentials.eq_eval_smul_solidLegendre
#print axioms AxialPotentials.axialPotentials_one_dimensional
```

```
'AxialPotentials.eq_eval_smul_solidLegendre' depends on axioms: [propext, Classical.choice, Quot.sound]
'AxialPotentials.axialPotentials_one_dimensional' depends on axioms: [propext, Classical.choice, Quot.sound]
```

**From the derivation to the code.** `mem_axialPotentials_iff` turns membership into homogeneity and the two differential equations, dropping the factor −i. `solidLegendre_rec` clears the division in the definition of `solidLegendre`. `pderiv_solidLegendre`, `eval_solidLegendre` and `solidLegendre_mem` are the derivative rule, the value 1 and the existence part. In the first, `congrArg (pderiv 2)` differentiates the recursion, and in the induction step `linear_combination` obtains the result from that derivative, the two lower cases and the recursion one degree lower.

`eq_zero_of_pderiv_eq_zero` is the case without z: `hx` and `hy` are the two planar equations, `hxx` and `hyy` their derivatives, and `h` is n² p = 0. `eq_zero_of_eval_pole` is the induction on the degree. It uses `pderiv_comm'` to move ∂z past the other derivatives; that lemma holds because the commutator of two derivations is a derivation, and this one kills every coordinate.

`eq_eval_smul_solidLegendre` is the formula p = p(0,0,1) Pₗ. The last theorem takes `solidLegendre l` as a nonzero vector, since its value at `pole` is 1, and uses the formula to show that every member is a multiple of it.
